# Pauli decay of a qubit has a positive semidefinite Choi matrix at all times t ≥ 0 exactly when its three rates satisfy the triangle inequalities

Complete positivity is represented here by a concrete condition, that the 4 × 4 Choi matrix is positive semidefinite, and the evolution by an explicit linear map on all complex 2 × 2 matrices, not only on density matrices. For real decay rates a, b, c of the X, Y and Z components, this condition holds at every t ≥ 0 if and only if no rate exceeds the sum of the other two.

```lean
import Mathlib

open Matrix
open scoped ComplexOrder

namespace PauliSemigroup

noncomputable section

/-- The Pauli matrix X. -/
def sigmaX : Matrix (Fin 2) (Fin 2) ℂ := !![0, 1; 1, 0]

/-- The Pauli matrix Y. -/
def sigmaY : Matrix (Fin 2) (Fin 2) ℂ := !![0, -Complex.I; Complex.I, 0]

/-- The Pauli matrix Z. -/
def sigmaZ : Matrix (Fin 2) (Fin 2) ℂ := !![1, 0; 0, -1]

/-- The factor `exp (-k t)` by which a component with decay rate `k` is multiplied in time `t`. -/
def decay (k t : ℝ) : ℝ := Real.exp (-(k * t))

/-- The qubit map at time `t` that keeps the trace part of a matrix and multiplies its
X, Y and Z components by the decay factors with rates `a`, `b` and `c`. -/
def pauliMap (a b c t : ℝ) : Matrix (Fin 2) (Fin 2) ℂ →ₗ[ℂ] Matrix (Fin 2) (Fin 2) ℂ where
  toFun ρ := (1 / 2 : ℂ) • (trace ρ • (1 : Matrix (Fin 2) (Fin 2) ℂ)
    + ((decay a t : ℂ) * trace (sigmaX * ρ)) • sigmaX
    + ((decay b t : ℂ) * trace (sigmaY * ρ)) • sigmaY
    + ((decay c t : ℂ) * trace (sigmaZ * ρ)) • sigmaZ)
  map_add' ρ τ := by
    simp only [Matrix.mul_add, Matrix.trace_add]
    module
  map_smul' r ρ := by
    simp only [Matrix.mul_smul, Matrix.trace_smul, smul_eq_mul, RingHom.id_apply]
    module

/-- The Choi matrix of a qubit map, with entries `Φ(E_ij)_kl` at row `(i, k)`, column `(j, l)`. -/
def choi (Φ : Matrix (Fin 2) (Fin 2) ℂ →ₗ[ℂ] Matrix (Fin 2) (Fin 2) ℂ) :
    Matrix (Fin 2 × Fin 2) (Fin 2 × Fin 2) ℂ :=
  Matrix.of fun p q => Φ (Matrix.single p.1 q.1 1) p.2 q.2

/-- The Pauli generator: jumps X, Y, Z occur with rates `(b+c-a)/4`, `(a+c-b)/4`, `(a+b-c)/4`. -/
def generator (a b c : ℝ) (ρ : Matrix (Fin 2) (Fin 2) ℂ) : Matrix (Fin 2) (Fin 2) ℂ :=
  (((b : ℂ) + c - a) / 4) • (sigmaX * ρ * sigmaX - ρ)
    + (((a : ℂ) + c - b) / 4) • (sigmaY * ρ * sigmaY - ρ)
    + (((a : ℂ) + b - c) / 4) • (sigmaZ * ρ * sigmaZ - ρ)

/-- The decay factor obeys the first-order rate equation. -/
theorem hasDerivAt_decay (k t : ℝ) : HasDerivAt (decay k) (-k * decay k t) t := by
  have h := (((hasDerivAt_id' t).const_mul k).fun_neg).exp
  refine HasDerivAt.congr_deriv (f := decay k) h ?_
  simp only [decay]
  ring

/-- The matrix elements of the evolved matrix in the computational basis. -/
theorem pauliMap_entries (a b c t : ℝ) (ρ : Matrix (Fin 2) (Fin 2) ℂ) :
    pauliMap a b c t ρ =
      !![(ρ 0 0 + ρ 1 1 + decay c t * (ρ 0 0 - ρ 1 1)) / 2,
         (decay a t * (ρ 0 1 + ρ 1 0) + decay b t * (ρ 0 1 - ρ 1 0)) / 2;
         (decay a t * (ρ 0 1 + ρ 1 0) - decay b t * (ρ 0 1 - ρ 1 0)) / 2,
         (ρ 0 0 + ρ 1 1 - decay c t * (ρ 0 0 - ρ 1 1)) / 2] := by
  have hX : trace (sigmaX * ρ) = ρ 1 0 + ρ 0 1 := by
    simp only [Matrix.trace_fin_two, Matrix.mul_apply, Fin.sum_univ_two]
    simp [sigmaX]
  have hY : trace (sigmaY * ρ) = Complex.I * (ρ 0 1 - ρ 1 0) := by
    simp only [Matrix.trace_fin_two, Matrix.mul_apply, Fin.sum_univ_two]
    simp [sigmaY]
    ring
  have hZ : trace (sigmaZ * ρ) = ρ 0 0 - ρ 1 1 := by
    simp only [Matrix.trace_fin_two, Matrix.mul_apply, Fin.sum_univ_two]
    simp [sigmaZ, sub_eq_add_neg]
  simp only [pauliMap, LinearMap.coe_mk, AddHom.coe_mk, hX, hY, hZ]
  ext i j
  fin_cases i <;> fin_cases j <;>
    simp [sigmaX, sigmaY, sigmaZ, Matrix.trace_fin_two] <;>
    first
    | ring1
    | (ring_nf; simp only [Complex.I_sq]; ring1)

/-- The map fixes the identity and scales X, Y and Z by their decay factors. -/
theorem pauliMap_pauli (a b c t : ℝ) :
    pauliMap a b c t 1 = 1 ∧ pauliMap a b c t sigmaX = (decay a t : ℂ) • sigmaX ∧
      pauliMap a b c t sigmaY = (decay b t : ℂ) • sigmaY ∧
      pauliMap a b c t sigmaZ = (decay c t : ℂ) • sigmaZ := by
  refine ⟨?_, ?_, ?_, ?_⟩ <;> rw [pauliMap_entries] <;> ext i j <;>
    fin_cases i <;> fin_cases j <;> simp [sigmaX, sigmaY, sigmaZ] <;> ring

/-- Evolving for time `t` and then for time `s` is evolving for time `s + t`. -/
theorem pauliMap_add (a b c s t : ℝ) :
    pauliMap a b c (s + t) = pauliMap a b c s ∘ₗ pauliMap a b c t := by
  have hd : ∀ k, decay k (s + t) = decay k s * decay k t := by
    intro k
    simp only [decay]
    rw [← Real.exp_add]
    congr 1
    ring
  apply LinearMap.ext
  intro ρ
  rw [LinearMap.comp_apply, pauliMap_entries, pauliMap_entries a b c s,
    pauliMap_entries a b c t]
  ext i j
  fin_cases i <;> fin_cases j <;> simp [hd] <;> ring

/-- Every matrix element of the evolved matrix obeys the Pauli master equation. -/
theorem master_equation (a b c t : ℝ) (ρ : Matrix (Fin 2) (Fin 2) ℂ) (i j : Fin 2) :
    HasDerivAt (fun s => pauliMap a b c s ρ i j)
      (generator a b c (pauliMap a b c t ρ) i j) t := by
  have h := ((((hasDerivAt_decay a t).ofReal_comp.mul_const
      (trace (sigmaX * ρ) * sigmaX i j / 2)).fun_add
    ((hasDerivAt_decay b t).ofReal_comp.mul_const
      (trace (sigmaY * ρ) * sigmaY i j / 2))).fun_add
    ((hasDerivAt_decay c t).ofReal_comp.mul_const
      (trace (sigmaZ * ρ) * sigmaZ i j / 2))).const_add
    (trace ρ * (1 : Matrix (Fin 2) (Fin 2) ℂ) i j / 2)
  refine HasDerivAt.congr_of_eventuallyEq (h.congr_deriv ?_)
    (Filter.Eventually.of_forall fun s => ?_)
  rotate_left
  · simp only [pauliMap, LinearMap.coe_mk, AddHom.coe_mk, Matrix.smul_apply,
      Matrix.add_apply, smul_eq_mul]
    ring
  · rw [pauliMap_entries]
    simp only [generator, Matrix.add_apply, Matrix.sub_apply, Matrix.smul_apply, smul_eq_mul,
      Matrix.trace_fin_two, Matrix.mul_apply, Fin.sum_univ_two]
    fin_cases i <;> fin_cases j <;>
      simp [sigmaX, sigmaY, sigmaZ] <;>
      first
      | ring1
      | (ring_nf; simp only [Complex.I_sq]; ring1)

/-- The quadratic form of the Choi matrix is a weighted sum of squared moduli of the four
Bell combinations of the amplitudes. -/
theorem choi_form (a b c t : ℝ) (v : Fin 2 × Fin 2 → ℂ) :
    star v ⬝ᵥ (choi (pauliMap a b c t) *ᵥ v) =
      (((1 + decay a t + decay b t + decay c t) / 4 * Complex.normSq (v (0, 0) + v (1, 1))
      + (1 + decay c t - decay a t - decay b t) / 4 * Complex.normSq (v (0, 0) - v (1, 1))
      + (1 + decay a t - decay b t - decay c t) / 4 * Complex.normSq (v (0, 1) + v (1, 0))
      + (1 + decay b t - decay a t - decay c t) / 4 * Complex.normSq (v (0, 1) - v (1, 0))
        : ℝ) : ℂ) := by
  push_cast
  simp only [Complex.normSq_eq_conj_mul_self, map_add, map_sub]
  simp [dotProduct, Matrix.mulVec, Fintype.sum_prod_type, Fin.sum_univ_two, choi,
    pauliMap_entries, Matrix.single_apply]
  ring

/-- If `a ≤ b + c` with `b` and `c` nonnegative, then the decay factors satisfy
`exp (-b t) + exp (-c t) ≤ 1 + exp (-a t)` at all times `t ≥ 0`. -/
theorem decay_add_le {a b c t : ℝ} (hb : 0 ≤ b) (hc : 0 ≤ c) (h : a ≤ b + c) (ht : 0 ≤ t) :
    decay b t + decay c t ≤ 1 + decay a t := by
  have h1 : ∀ k, 0 ≤ k → decay k t ≤ 1 := fun k hk =>
    Real.exp_le_one_iff.mpr (neg_nonpos.mpr (mul_nonneg hk ht))
  have h2 : decay b t * decay c t ≤ decay a t := by
    simp only [decay]
    rw [← Real.exp_add]
    apply Real.exp_le_exp.mpr
    have := mul_le_mul_of_nonneg_right h ht
    linarith
  -- the gap is at least (1 - exp (-b t)) (1 - exp (-c t))
  have h3 := mul_nonneg (sub_nonneg.mpr (h1 b hb)) (sub_nonneg.mpr (h1 c hc))
  linarith

/-- If `exp (-b t) + exp (-c t) ≤ 1 + exp (-a t)` at all times `t ≥ 0`, then `a ≤ b + c`. -/
theorem rate_le_of_decay {a b c : ℝ}
    (h : ∀ t, 0 ≤ t → decay b t + decay c t ≤ 1 + decay a t) : a ≤ b + c := by
  have h0 : ∀ k, decay k 0 = 1 := fun k => by simp [decay]
  have hd : HasDerivAt (fun t => 1 + decay a t - (decay b t + decay c t)) (b + c - a) 0 := by
    have h := ((hasDerivAt_decay a 0).const_add 1).fun_sub
      ((hasDerivAt_decay b 0).fun_add (hasDerivAt_decay c 0))
    refine h.congr_deriv ?_
    simp only [h0]
    ring
  -- the gap vanishes at time zero, so its initial slope cannot be negative
  have hs : 0 ≤ b + c - a := by
    refine ge_of_tendsto hd.tendsto_slope_zero_right ?_
    filter_upwards [self_mem_nhdsWithin] with t ht
    have ht' : 0 < t := ht
    have ht2 := h t ht'.le
    simp only [zero_add, smul_eq_mul, h0]
    exact mul_nonneg (inv_nonneg.mpr ht'.le) (by linarith)
  linarith

/-- The Choi matrix is positive semidefinite at all times `t ≥ 0` if and only if each of the
three decay rates is at most the sum of the other two. -/
theorem choi_posSemidef_iff (a b c : ℝ) :
    (∀ t, 0 ≤ t → (choi (pauliMap a b c t)).PosSemidef) ↔
      a ≤ b + c ∧ b ≤ a + c ∧ c ≤ a + b := by
  constructor
  · intro h
    -- test the quadratic form on the vectorised Pauli matrices
    have key := fun t ht (v : Fin 2 × Fin 2 → ℂ) =>
      (Matrix.posSemidef_iff_dotProduct_mulVec.mp (h t ht)).2 v
    simp only [choi_form, Complex.zero_le_real] at key
    refine ⟨rate_le_of_decay fun t ht => ?_, rate_le_of_decay fun t ht => ?_,
      rate_le_of_decay fun t ht => ?_⟩
    · have hx := key t ht (fun p => sigmaX p.1 p.2)
      norm_num [sigmaX, Complex.normSq_apply] at hx
      linarith
    · have hy := key t ht (fun p => sigmaY p.1 p.2)
      norm_num [sigmaY, Complex.normSq_apply] at hy
      linarith
    · have hz := key t ht (fun p => sigmaZ p.1 p.2)
      norm_num [sigmaZ, Complex.normSq_apply] at hz
      linarith
  · rintro ⟨ha, hb, hc⟩ t ht
    have h1 := decay_add_le (by linarith) (by linarith) ha ht
    have h2 := decay_add_le (by linarith) (by linarith) hb ht
    have h3 := decay_add_le (by linarith) (by linarith) hc ht
    have hp : ∀ k, 0 < decay k t := fun k => Real.exp_pos _
    have pa := hp a
    have pb := hp b
    have pc := hp c
    refine Matrix.posSemidef_iff_dotProduct_mulVec.mpr ⟨?_, fun v => ?_⟩
    · apply Matrix.IsHermitian.ext
      rintro ⟨i, k⟩ ⟨j, l⟩
      fin_cases i <;> fin_cases k <;> fin_cases j <;> fin_cases l <;>
        simp [choi, pauliMap_entries, Matrix.single_apply] <;> ring
    · rw [choi_form, Complex.zero_le_real]
      refine add_nonneg (add_nonneg (add_nonneg ?_ ?_) ?_) ?_ <;>
        refine mul_nonneg ?_ (Complex.normSq_nonneg _) <;> linarith

/-- With transverse relaxation time `T2` for X and Y and longitudinal relaxation time `T1`
for Z, the Choi matrix is positive semidefinite at all times `t ≥ 0` iff `T2 ≤ 2 T1`. -/
theorem relaxation_times_iff {T1 T2 : ℝ} (h1 : 0 < T1) (h2 : 0 < T2) :
    (∀ t, 0 ≤ t → (choi (pauliMap (1 / T2) (1 / T2) (1 / T1) t)).PosSemidef) ↔
      T2 ≤ 2 * T1 := by
  have key : 1 / T1 ≤ 1 / T2 + 1 / T2 ↔ T2 ≤ 2 * T1 := by
    rw [← add_div, div_le_div_iff₀ h1 h2]
    constructor <;> intro h <;> linarith
  have hpos : 0 < 1 / T1 := one_div_pos.mpr h1
  rw [choi_posSemidef_iff]
  constructor
  · rintro ⟨_, _, h⟩
    exact key.mp h
  · intro h
    exact ⟨by linarith, by linarith, key.mpr h⟩

end

end PauliSemigroup
```

```lean
#print axioms PauliSemigroup.pauliMap_add
#print axioms PauliSemigroup.master_equation
#print axioms PauliSemigroup.choi_posSemidef_iff
#print axioms PauliSemigroup.relaxation_times_iff
```

```
'PauliSemigroup.pauliMap_add' depends on axioms: [propext, Classical.choice, Quot.sound]
'PauliSemigroup.master_equation' depends on axioms: [propext, Classical.choice, Quot.sound]
'PauliSemigroup.choi_posSemidef_iff' depends on axioms: [propext, Classical.choice, Quot.sound]
'PauliSemigroup.relaxation_times_iff' depends on axioms: [propext, Classical.choice, Quot.sound]
```

## The maps and their jump rates

Write I for the identity, X, Y, Z for the Pauli matrices, and

x = exp(−at), y = exp(−bt), z = exp(−ct)

for the decay factors, which are `decay a t`, `decay b t` and `decay c t` in Lean. The map `pauliMap a b c t`, called Φ_t below, is

Φ_t(ρ) = ½ [tr(ρ) I + x tr(Xρ) X + y tr(Yρ) Y + z tr(Zρ) Z].

For a density matrix, the three traces are the components of the Bloch vector, so Φ_t rescales that vector along fixed axes. The theorem `pauliMap_pauli` confirms that I is fixed and X, Y, Z are multiplied by x, y, z. The semigroup law Φ_(s+t) = Φ_s ∘ Φ_t is `pauliMap_add`; it follows from exp(−k(s+t)) = exp(−ks) exp(−kt).

The evolution also solves a master equation in which jumps X, Y and Z occur with rates

g_X = (b + c − a)/4, g_Y = (a + c − b)/4, g_Z = (a + b − c)/4.

To check this on X, note that XXX = X while YXY = ZXZ = −X. The generator therefore sends X to −2(g_Y + g_Z)X = −aX, as required, and the other two components work the same way. The theorem `master_equation` states the result for each matrix element and every real t, whatever the signs of the rates. The triangle inequalities say precisely that g_X, g_Y and g_Z are nonnegative.

## The Choi matrix in the Bell basis

Let E_ij be the matrix with a single 1 in row i, column j. The Choi matrix C has the entry Φ_t(E_ij)_kl at row (i, k), column (j, l), which is why `choi` is indexed by `Fin 2 × Fin 2`. It is not divided by 2, so its trace is 2; when Φ_t is a channel, C/2 is the state obtained by sending the second qubit of the Bell pair (|00⟩ + |11⟩)/√2 through it. By Choi's theorem, which is used here as interpretation and not proved in the file, C is positive semidefinite exactly when Φ_t is completely positive.

Inserting the four matrices E_ij into Φ_t gives two 2 × 2 blocks. On the indices (0,0) and (1,1), the diagonal entries are (1 + z)/2 and the off-diagonal ones (x + y)/2. On (0,1) and (1,0), they are (1 − z)/2 and (x − y)/2. Sums and differences of amplitudes diagonalise both blocks, so for any vector v

v†Cv = ¼(1 + x + y + z) |v₀₀ + v₁₁|²
 + ¼(1 + z − x − y) |v₀₀ − v₁₁|²
 + ¼(1 + x − y − z) |v₀₁ + v₁₀|²
 + ¼(1 + y − x − z) |v₀₁ − v₁₀|².

The Bell combinations are unnormalised here. With normalised Bell vectors, the eigenvalues of C are twice the weights, for example (1 + x − y − z)/2.

## From the inequalities to positivity

Adding a ≤ b + c and b ≤ a + c gives c ≥ 0, and likewise a ≥ 0 and b ≥ 0. For t ≥ 0 the decay factors therefore lie between 0 and 1. From a ≤ b + c it follows that x ≥ yz, hence

1 + x − y − z ≥ 1 + yz − y − z = (1 − y)(1 − z) ≥ 0.

Permuting the letters handles two more weights, and the fourth, (1 + x + y + z)/4, is positive because exponentials are.

## From positivity to the inequalities

Take the entries of X as a test vector, v₀₁ = v₁₀ = 1 and the rest zero. Then v†Cv = 1 + x − y − z, or half of that for the normalised vector. Positivity makes the function

f(t) = 1 + exp(−at) − exp(−bt) − exp(−ct)

nonnegative for all t ≥ 0. Since f(0) = 0, the quotient f(t)/t is nonnegative for t > 0, and so is its limit as t → 0:

f′(0) = b + c − a ≥ 0.

The entries of Y and Z give the other two inequalities. Only short times enter this half of the argument.

## Rates 1, 1, 3 and rates 1, 1, 2

Let a = b = 1 and c = 3, which violates c ≤ a + b. When exp(−t) = 0.9, the eigenvalue belonging to Z is

(1 + 0.729 − 0.9 − 0.9)/2 = −0.0355,

so C is not positive semidefinite, although Φ_t merely shrinks the Bloch ball and sends every qubit state to a state. At the later time with exp(−t) = ½, the same eigenvalue is (1 + 0.125 − 1)/2 = 0.0625, and the others are positive too. A single late-time map can thus be acceptable while the evolution leading to it is not.

With c = 2 the eigenvalue is (1 − exp(−t))²/2, which is never negative. This is the boundary case.

## One vanishing rate

If c = 0, the inequalities reduce to a = b ≥ 0: an evolution in this family that preserves the Z component and is completely positive at all times t ≥ 0 must damp X and Y equally. This is pure dephasing. If all three rates vanish, Φ_t is the identity map and C has the single nonzero eigenvalue 2.

## The bound T2 ≤ 2 T1

Let X and Y relax with the transverse time T2 and Z with the longitudinal time T1, so a = b = 1/T2 and c = 1/T1. Two of the inequalities then read 1/T2 ≤ 1/T2 + 1/T1 and hold automatically. The third is 1/T1 ≤ 2/T2, that is, T2 ≤ 2 T1. The theorem `relaxation_times_iff` assumes both times positive.

For simulations of single-qubit noise with constant rates and decay along the Pauli axes, the criterion tells which sets of rates define a legitimate channel at every time. When all three rates are positive, the model relaxes towards the maximally mixed state, so it does not describe decay to a polarised equilibrium; it also has no Hamiltonian precession and no time-dependent rates.

## How the Lean proof follows the calculation

`pauliMap_entries` evaluates the three traces and writes out the four matrix elements of Φ_t(ρ); the later matrix identities are checked entry by entry from it. `hasDerivAt_decay` differentiates a decay factor, which supplies the time derivative in `master_equation`. `choi_form` is the Bell-basis formula, obtained by expanding the sums over all indices and closing with `ring`.

`decay_add_le` contains the step x ≥ yz and the product (1 − y)(1 − z). `rate_le_of_decay` is the slope argument: `hd.tendsto_slope_zero_right` gives the limit of f(t)/t from the right, and `ge_of_tendsto` carries nonnegativity over to it.

In `choi_posSemidef_iff`, `PosSemidef` is unfolded into two requirements, that C is Hermitian and that v†Cv ≥ 0 for every v. In Mathlib's order on the complex numbers, the second also says that the value is real, which `choi_form` makes visible. The forward direction inserts the entries of `sigmaX`, `sigmaY` and `sigmaZ` as test vectors. The reverse direction checks Hermiticity entry by entry and then shows that each of the four terms is nonnegative. `relaxation_times_iff` follows by clearing denominators in the one inequality that is not automatic.
